# A positive definite matrix projected onto a subspace containing A⁻ʲv for all j ≤ k reproduces these vectors exactly

Take a real symmetric positive definite matrix $A$, a vector $v$, and a matrix $Q$ with orthonormal columns. Suppose that $A^{-1}v$ lies in the range of $Q$, say $A^{-1}v = Qy$. With the small matrix $T = Q^{T}AQ$ I get
$$Ty = Q^{T}A\,Qy = Q^{T}v,$$
so if $T$ is invertible, then $y = T^{-1}Q^{T}v$ and $Q\,T^{-1}Q^{T}v = A^{-1}v$. The small problem gives the large solution without error.

Extended Krylov subspaces contain several inverse powers of $A$ applied to $v$. If the range of $Q$ contains $A^{-j}v$ for $0\le j\le k$, is $T$ always invertible, and does $Q\,T^{-j}Q^{T}v = A^{-j}v$ hold for all these $j$? I would like to see this made rigorous and checked by machine.

## Inverse powers pass through the projection one at a time

Yes to both. The argument works equally for complex Hermitian positive definite matrices, so I write $Q^{H}$ for the conjugate transpose, which is $Q^{T}$ in the real case. Thus $Q^{H}Q = 1$ and $T = Q^{H}AQ$.

**Vectors in the range.** If $w = Qy$, then $QQ^{H}w = Q(Q^{H}Q)y = w$. Therefore
$$T\,Q^{H}w = Q^{H}A\,QQ^{H}w = Q^{H}Aw. \qquad (1)$$

**Invertibility of $T$.** Let $Ty = 0$. Then
$$0 = y^{H}Ty = (Qy)^{H}A\,(Qy).$$
Since $A$ is positive definite, $Qy = 0$, and so $y = Q^{H}Qy = 0$. A square matrix with trivial kernel is invertible.

**Induction on the power.** The claim is $T^{-j}Q^{H}v = Q^{H}A^{-j}v$ for $j\le k$. It is immediate for $j=0$. Suppose that it holds for $j$ and that $j+1\le k$. The vector $w = A^{-(j+1)}v$ is in the range, and $Aw = A^{-j}v$, so (1) gives
$$T\,Q^{H}A^{-(j+1)}v = Q^{H}A^{-j}v = T^{-j}Q^{H}v.$$
Multiplying by $T^{-1}$ gives the claim for $j+1$. Finally, applying $Q$ and using $QQ^{H}A^{-j}v = A^{-j}v$ gives
$$Q\,T^{-j}Q^{H}v = A^{-j}v,\qquad 0\le j\le k.$$

The converse is short: the left side is $Q$ times a coefficient vector, so if the equality holds, $A^{-j}v$ is in the range.

A slip to guard against is replacing $T^{-1}$ by $Q^{H}A^{-1}Q$. These matrices differ in general. For $A = \begin{pmatrix}2&1\\1&2\end{pmatrix}$ and $Q = (1,0)^{T}$, the first is $1/2$ and the second is $2/3$. The induction uses only the identity $T^{-1}Q^{H}w = Q^{H}A^{-1}w$ for the vectors $w = A^{-j}v$ with $j<k$, and it gets that from the range condition on the *next* inverse power, $A^{-1}w$.

## Positive powers, Laurent polynomials and moments

If the range contains $A^{i}v$ for $0\le i\le p$, the same induction runs upwards:
$$T^{i+1}Q^{H}v = T\,Q^{H}A^{i}v = Q^{H}A^{i+1}v .$$
No inverse occurs, so $A$ may be any square matrix. When both families of vectors are in the range and $A$ is positive definite, linearity gives $Q f(T)Q^{H}v = f(A)v$ for
$$f(x) = \sum_{i=0}^{p}a_i x^{i} + \sum_{j=0}^{k}b_j x^{-j}.$$

Scalar inverse moments are exact to twice the order. For $l\le 2k$, write $l = i+j$ with $i,j\le k$, and put $u = Q^{H}v$. Both $A^{-1}$ and $T^{-1}$ are Hermitian, and $Q$ preserves inner products, so
$$v^{H}A^{-l}v = (A^{-i}v)^{H}(A^{-j}v) = (QT^{-i}u)^{H}(QT^{-j}u) = (T^{-i}u)^{H}(T^{-j}u) = u^{H}T^{-l}u .$$

This bears on static response. Let $\mathcal{H}$ be the matrix of the electronic Hamiltonian at fixed nuclei, in a finite orthonormal basis of many-electron states that does not depend on the applied field, and let $E_0$ be its lowest eigenvalue, assumed nondegenerate. If $A$ is $\mathcal{H}-E_0$ on the orthogonal complement of the normalised ground state and $v$ is one Cartesian component of the dipole operator applied to that state, projected onto the complement, then $v^{H}A^{-1}v$ is half the corresponding diagonal element of the static electronic polarizability in this basis, in atomic units.

## What the theorems say about A, Q and v

The scalar type `𝕜` is ℝ or ℂ, and the finite index types `n` and `m` label the full basis and the columns of $Q$.

- `A.PosDef` says that $A$ is Hermitian with positive energy $x^{H}Ax$ for every nonzero $x$.
- `Qᴴ * Q = 1` is orthonormality of the columns.
- `ritz A Q` is $T$.
- `InRange Q w` says that $w = Qy$ for some $y$.
- `A⁻¹ ^ j *ᵥ v` is $A^{-j}v$, written as a power of the inverse.

The main theorem, `inverse_powers_exact`, takes the range condition for every `j ≤ k` and concludes that $T$ is invertible (`IsUnit (ritz A Q)`) and that all the stated equalities hold. Lean assigns a value to the inverse of a singular matrix too, so the invertibility statement matters: it makes $T^{-1}$ a true inverse. `inverse_powers_exact_iff` adds that the range condition is necessary as well as sufficient.

The range of $Q$ may be larger than the span of the required vectors, and those vectors may be linearly dependent. In `laurentApply`, the coefficients `a 0` and `b 0` both multiply $v$, so the constant term is their sum.

The construction of $Q$ is not modelled; its orthonormality and the contents of its range are hypotheses. Rounding errors, and the size of the error when a required vector is missing from the range, are not treated.

```lean
import Mathlib

open Matrix
open scoped ComplexOrder

namespace ExtendedKrylov

noncomputable section

variable {𝕜 n m : Type*} [RCLike 𝕜] [Fintype n] [DecidableEq n] [Fintype m] [DecidableEq m]

/-- The projected (Rayleigh-Ritz) matrix `T = Qᴴ A Q`. -/
def ritz (A : Matrix n n 𝕜) (Q : Matrix n m 𝕜) : Matrix m m 𝕜 := Qᴴ * A * Q

/-- The vector `w` is a linear combination of the columns of `Q`. -/
def InRange (Q : Matrix n m 𝕜) (w : n → 𝕜) : Prop := ∃ y : m → 𝕜, Q *ᵥ y = w

/-- The Laurent polynomial with coefficients `a i` of `M ^ i` for `i ≤ p` and `b j` of
`M⁻¹ ^ j` for `j ≤ k`, applied to the vector `v`. -/
def laurentApply {d : Type*} [Fintype d] [DecidableEq d] (a b : ℕ → 𝕜) (p k : ℕ)
    (M : Matrix d d 𝕜) (v : d → 𝕜) : d → 𝕜 :=
  ∑ i ∈ Finset.range (p + 1), a i • (M ^ i *ᵥ v) +
    ∑ j ∈ Finset.range (k + 1), b j • (M⁻¹ ^ j *ᵥ v)

omit [DecidableEq n] in
/-- For orthonormal columns, `Q Qᴴ` leaves every vector in the range of `Q` unchanged. -/
theorem project_of_inRange {Q : Matrix n m 𝕜} (hQ : Qᴴ * Q = 1) {w : n → 𝕜}
    (hw : InRange Q w) : Q *ᵥ (Qᴴ *ᵥ w) = w := by
  obtain ⟨y, rfl⟩ := hw
  have h : Qᴴ *ᵥ (Q *ᵥ y) = y := by rw [mulVec_mulVec, hQ, one_mulVec]
  rw [h]

omit [DecidableEq n] in
/-- For orthonormal columns and `w` in the range of `Q`, `T Qᴴ w = Qᴴ A w`. -/
theorem ritz_step (A : Matrix n n 𝕜) {Q : Matrix n m 𝕜} (hQ : Qᴴ * Q = 1) {w : n → 𝕜}
    (hw : InRange Q w) : ritz A Q *ᵥ (Qᴴ *ᵥ w) = Qᴴ *ᵥ (A *ᵥ w) := by
  unfold ritz
  rw [← mulVec_mulVec, project_of_inRange hQ hw, ← mulVec_mulVec]

omit [DecidableEq n] in
/-- The projection of a positive definite matrix onto orthonormal columns has an invertible
determinant. -/
theorem ritz_isUnit_det {A : Matrix n n 𝕜} (hA : A.PosDef) {Q : Matrix n m 𝕜}
    (hQ : Qᴴ * Q = 1) : IsUnit (ritz A Q).det := by
  rw [isUnit_iff_ne_zero]
  intro h
  obtain ⟨y, hy, hTy⟩ := exists_mulVec_eq_zero_iff.mpr h
  have hQy : Q *ᵥ y ≠ 0 := by
    intro h0
    apply hy
    calc y = (Qᴴ * Q) *ᵥ y := by rw [hQ, one_mulVec]
      _ = 0 := by rw [← mulVec_mulVec, h0, mulVec_zero]
  -- a null vector of `T` would have zero energy in the full space
  have hpos := hA.dotProduct_mulVec_pos hQy
  have e : star (Q *ᵥ y) ⬝ᵥ (A *ᵥ (Q *ᵥ y)) = star y ⬝ᵥ (ritz A Q *ᵥ y) := by
    rw [star_mulVec, ← dotProduct_mulVec]
    simp only [ritz, mulVec_mulVec, Matrix.mul_assoc]
  rw [e, hTy, dotProduct_zero] at hpos
  exact lt_irrefl _ hpos

/-- Let `A` be positive definite and let `Q` have orthonormal columns. If the range of `Q` contains
`A⁻ʲ v` for all `j ≤ k`, then `T = Qᴴ A Q` is invertible and `Q T⁻ʲ Qᴴ v = A⁻ʲ v` for all these `j`.
-/
theorem inverse_powers_exact {A : Matrix n n 𝕜} (hA : A.PosDef) {Q : Matrix n m 𝕜}
    (hQ : Qᴴ * Q = 1) {v : n → 𝕜} {k : ℕ} (hv : ∀ j ≤ k, InRange Q (A⁻¹ ^ j *ᵥ v)) :
    IsUnit (ritz A Q) ∧
      ∀ j ≤ k, Q *ᵥ ((ritz A Q)⁻¹ ^ j *ᵥ (Qᴴ *ᵥ v)) = A⁻¹ ^ j *ᵥ v := by
  have hT := ritz_isUnit_det hA hQ
  have hAdet : IsUnit A.det := by
    have h := ritz_isUnit_det hA (Q := (1 : Matrix n n 𝕜)) (by simp)
    have e : ritz A (1 : Matrix n n 𝕜) = A := by simp [ritz]
    rwa [e] at h
  refine ⟨(Matrix.isUnit_iff_isUnit_det _).mpr hT, ?_⟩
  -- the coefficient vectors obey the same inverse recursion as the full vectors
  have key : ∀ j ≤ k, (ritz A Q)⁻¹ ^ j *ᵥ (Qᴴ *ᵥ v) = Qᴴ *ᵥ (A⁻¹ ^ j *ᵥ v) := by
    intro j
    induction j with
    | zero => intro _; simp
    | succ j ih =>
      intro hj
      have hcancel : A *ᵥ (A⁻¹ ^ (j + 1) *ᵥ v) = A⁻¹ ^ j *ᵥ v := by
        rw [mulVec_mulVec, pow_succ', ← mul_assoc, mul_nonsing_inv A hAdet, one_mul]
      have s := ritz_step A hQ (hv (j + 1) hj)
      rw [hcancel] at s
      rw [pow_succ' (ritz A Q)⁻¹, ← mulVec_mulVec, ih (by omega), ← s, mulVec_mulVec,
        nonsing_inv_mul _ hT, one_mulVec]
  intro j hj
  rw [key j hj, project_of_inRange hQ (hv j hj)]

/-- For positive definite `A` and orthonormal columns of `Q`, the projected inverse powers reproduce
`A⁻ʲ v` for all `j ≤ k` if and only if the range of `Q` contains all these vectors. -/
theorem inverse_powers_exact_iff {A : Matrix n n 𝕜} (hA : A.PosDef) {Q : Matrix n m 𝕜}
    (hQ : Qᴴ * Q = 1) (v : n → 𝕜) (k : ℕ) :
    (∀ j ≤ k, Q *ᵥ ((ritz A Q)⁻¹ ^ j *ᵥ (Qᴴ *ᵥ v)) = A⁻¹ ^ j *ᵥ v) ↔
      ∀ j ≤ k, InRange Q (A⁻¹ ^ j *ᵥ v) :=
  ⟨fun h j hj => ⟨_, h j hj⟩, fun h => (inverse_powers_exact hA hQ h).2⟩

/-- Let `Q` have orthonormal columns. If the range of `Q` contains `Aⁱ v` for all `i ≤ p`, then `Q
Tⁱ Qᴴ v = Aⁱ v` for all these `i`, for any square matrix `A`. -/
theorem powers_exact (A : Matrix n n 𝕜) {Q : Matrix n m 𝕜} (hQ : Qᴴ * Q = 1)
    {v : n → 𝕜} {p : ℕ} (hv : ∀ i ≤ p, InRange Q (A ^ i *ᵥ v)) :
    ∀ i ≤ p, Q *ᵥ (ritz A Q ^ i *ᵥ (Qᴴ *ᵥ v)) = A ^ i *ᵥ v := by
  have key : ∀ i ≤ p, ritz A Q ^ i *ᵥ (Qᴴ *ᵥ v) = Qᴴ *ᵥ (A ^ i *ᵥ v) := by
    intro i
    induction i with
    | zero => intro _; simp
    | succ i ih =>
      intro hi
      have e : A *ᵥ (A ^ i *ᵥ v) = A ^ (i + 1) *ᵥ v := by rw [mulVec_mulVec, ← pow_succ']
      rw [pow_succ' (ritz A Q), ← mulVec_mulVec, ih (by omega),
        ritz_step A hQ (hv i (by omega)), e]
  intro i hi
  rw [key i hi, project_of_inRange hQ (hv i hi)]

/-- Let `A` be positive definite and let `Q` have orthonormal columns. If the range of `Q` contains
`Aⁱ v` for `i ≤ p` and `A⁻ʲ v` for `j ≤ k`, every Laurent polynomial `f` with these powers satisfies
`Q f(T) Qᴴ v = f(A) v`. -/
theorem laurent_exact {A : Matrix n n 𝕜} (hA : A.PosDef) {Q : Matrix n m 𝕜}
    (hQ : Qᴴ * Q = 1) {v : n → 𝕜} {p k : ℕ} (hp : ∀ i ≤ p, InRange Q (A ^ i *ᵥ v))
    (hk : ∀ j ≤ k, InRange Q (A⁻¹ ^ j *ᵥ v)) (a b : ℕ → 𝕜) :
    Q *ᵥ laurentApply a b p k (ritz A Q) (Qᴴ *ᵥ v) = laurentApply a b p k A v := by
  unfold laurentApply
  rw [← Matrix.mulVecLin_apply, _root_.map_add, _root_.map_sum, _root_.map_sum]
  congr 1
  · refine Finset.sum_congr rfl fun i hi => ?_
    have hi' : i ≤ p := by have := Finset.mem_range.mp hi; omega
    rw [_root_.map_smul, Matrix.mulVecLin_apply, powers_exact A hQ hp i hi']
  · refine Finset.sum_congr rfl fun j hj => ?_
    have hj' : j ≤ k := by have := Finset.mem_range.mp hj; omega
    rw [_root_.map_smul, Matrix.mulVecLin_apply, (inverse_powers_exact hA hQ hk).2 j hj']

/-- Let `A` be positive definite and let `Q` have orthonormal columns. If the range of `Q` contains
`A⁻ʲ v` for all `j ≤ k`, the inverse moments `⟨v, A⁻ˡ v⟩` equal those, with `Qᴴ v`, of the projected
matrix for all `l ≤ 2k`. -/
theorem inverse_moments_exact {A : Matrix n n 𝕜} (hA : A.PosDef) {Q : Matrix n m 𝕜}
    (hQ : Qᴴ * Q = 1) {v : n → 𝕜} {k : ℕ} (hv : ∀ j ≤ k, InRange Q (A⁻¹ ^ j *ᵥ v))
    {l : ℕ} (hl : l ≤ 2 * k) :
    star (Qᴴ *ᵥ v) ⬝ᵥ ((ritz A Q)⁻¹ ^ l *ᵥ (Qᴴ *ᵥ v)) = star v ⬝ᵥ (A⁻¹ ^ l *ᵥ v) := by
  obtain ⟨i, j, hi, hj, rfl⟩ : ∃ i j, i ≤ k ∧ j ≤ k ∧ l = i + j :=
    ⟨min l k, l - min l k, by omega, by omega, by omega⟩
  have hTh : (ritz A Q).IsHermitian := by
    unfold Matrix.IsHermitian ritz
    rw [conjTranspose_mul, conjTranspose_mul, conjTranspose_conjTranspose, hA.isHermitian.eq,
      Matrix.mul_assoc]
  have iso : ∀ x y : m → 𝕜, star (Q *ᵥ x) ⬝ᵥ (Q *ᵥ y) = star x ⬝ᵥ y := by
    intro x y
    rw [star_mulVec, ← dotProduct_mulVec, mulVec_mulVec, hQ, one_mulVec]
  -- share the powers between bra and ket
  have hs : star v ⬝ᵥ (A⁻¹ ^ (i + j) *ᵥ v) = star (A⁻¹ ^ i *ᵥ v) ⬝ᵥ (A⁻¹ ^ j *ᵥ v) := by
    rw [star_mulVec, conjTranspose_pow, hA.isHermitian.inv.eq, ← dotProduct_mulVec,
      mulVec_mulVec, ← pow_add]
  have ht : ∀ u : m → 𝕜, star u ⬝ᵥ ((ritz A Q)⁻¹ ^ (i + j) *ᵥ u) =
      star ((ritz A Q)⁻¹ ^ i *ᵥ u) ⬝ᵥ ((ritz A Q)⁻¹ ^ j *ᵥ u) := by
    intro u
    rw [star_mulVec, conjTranspose_pow, hTh.inv.eq, ← dotProduct_mulVec,
      mulVec_mulVec, ← pow_add]
  have h := (inverse_powers_exact hA hQ hv).2
  rw [hs, ht, ← h i hi, ← h j hj, iso]

/-- The matrix `diag(1, 2, 2)`, the vector `(1, 3, 4)` and the orthonormal columns `(1, 0, 0)`,
`(0, 3/5, 4/5)` meet the hypotheses with `k = 1`. -/
theorem inverse_powers_witness :
    (diagonal ![1, 2, 2] : Matrix (Fin 3) (Fin 3) ℝ).PosDef ∧
    (!![1, 0; 0, 3/5; 0, 4/5] : Matrix (Fin 3) (Fin 2) ℝ)ᴴ *
      (!![1, 0; 0, 3/5; 0, 4/5] : Matrix (Fin 3) (Fin 2) ℝ) = 1 ∧
    ∀ j ≤ 1, InRange (!![1, 0; 0, 3/5; 0, 4/5] : Matrix (Fin 3) (Fin 2) ℝ)
      ((diagonal ![1, 2, 2] : Matrix (Fin 3) (Fin 3) ℝ)⁻¹ ^ j *ᵥ ![1, 3, 4]) := by
  have hinv : (diagonal ![1, 2, 2] : Matrix (Fin 3) (Fin 3) ℝ)⁻¹ = diagonal ![1, 1/2, 1/2] := by
    apply inv_eq_right_inv
    rw [diagonal_mul_diagonal]
    ext i j
    fin_cases i <;> fin_cases j <;> simp
  refine ⟨Matrix.PosDef.diagonal fun i => by fin_cases i <;> simp, ?_, ?_⟩
  · ext i j
    fin_cases i <;> fin_cases j <;>
      simp [Matrix.mul_apply, Fin.sum_univ_succ]
    norm_num
  · intro j hj
    rw [hinv]
    interval_cases j
    · refine ⟨![1, 5], ?_⟩
      rw [pow_zero, one_mulVec]
      ext i
      fin_cases i <;> simp [mulVec, dotProduct, Fin.sum_univ_succ]
    · refine ⟨![1, 5/2], ?_⟩
      rw [pow_one]
      ext i
      rw [mulVec_diagonal]
      fin_cases i <;> simp [mulVec, dotProduct, Fin.sum_univ_succ] <;> norm_num

end

end ExtendedKrylov
```

```lean
#print axioms ExtendedKrylov.inverse_powers_exact_iff
#print axioms ExtendedKrylov.laurent_exact
#print axioms ExtendedKrylov.inverse_moments_exact
```

```
'ExtendedKrylov.inverse_powers_exact_iff' depends on axioms: [propext, Classical.choice, Quot.sound]
'ExtendedKrylov.laurent_exact' depends on axioms: [propext, Classical.choice, Quot.sound]
'ExtendedKrylov.inverse_moments_exact' depends on axioms: [propext, Classical.choice, Quot.sound]
```

## How the Lean proof follows the algebra

`project_of_inRange` is the identity $QQ^{H}w = w$, and `ritz_step` is equation (1). Both need only orthonormality and membership in the range.

`ritz_isUnit_det` proves that $\det T$ is nonzero by contradiction. A zero determinant supplies a nonzero `y` with $Ty=0$. Orthonormality makes $Qy$ nonzero, so positive definiteness gives it strictly positive energy. The equation `e` identifies that energy with $y^{H}Ty = 0$, which is impossible.

In `inverse_powers_exact`, the invertibility of $A$ itself comes from the same lemma with $Q$ equal to the identity. The statement `key` is the induction on coefficient vectors. In its successor step, `hcancel` is $A\,A^{-(j+1)}v = A^{-j}v$, and `s` is equation (1) for the next vector. The final rewriting cancels $T^{-1}T$. The theorem then follows by applying $Q$ and using `project_of_inRange`.

In `inverse_powers_exact_iff`, the forward direction takes the projected coefficient vector as the witness for membership in the range. `powers_exact` repeats the induction upwards, and `laurent_exact` moves $Q$ through the two finite sums and applies the two power theorems term by term.

`inverse_moments_exact` splits `l` into `min l k` and the remainder. Its local facts `hs` and `ht` share the powers between bra and ket, for $A$ and $T$ respectively, while `iso` is the preservation of inner products by $Q$.

The last theorem, `inverse_powers_witness`, checks the hypotheses for $k=1$ in a concrete case: $A = \mathrm{diag}(1,2,2)$, $v = (1,3,4)$, and columns $(1,0,0)$ and $(0,3/5,4/5)$. The coefficient vectors are $(1,5)$ for $v$ and $(1,5/2)$ for $A^{-1}v = (1,3/2,2)$. Here $T = \mathrm{diag}(1,2)$, and $T^{-1}$ indeed takes the first coefficient vector to the second.
